# The straight-line distance between two points on a polygonal string of images is at most their arc-length separation

The theorem `chord_le_arc` concerns a chain of images `x 0, …, x M` in a real normed space, joined by straight segments into a string and parametrised by arc length. It states that for real parameters `u ≤ t` the points of the string at `t` and `u` lie at most `t - u` apart. The images need not be evenly spaced and may coincide, and a parameter beyond either end of the string gives the end image. The proof goes by induction on the number of segments, with a sharper bound that counts only the arc on the string between `u` and `t`. Each step splits off the displacement along the last segment, in the identity `hs`, and applies the triangle inequality.

An attempt in Lean 4 with a fault in it:

```lean
import Mathlib

open Finset

namespace StringReparametrisation

noncomputable section

variable {E : Type*} [NormedAddCommGroup E] [NormedSpace ℝ E]

/-- Arc length of the chain `x` from image `0` to image `k`, measured along its segments. -/
def arcLength {E : Type*} [NormedAddCommGroup E] (x : ℕ → E) (k : ℕ) : ℝ :=
  ∑ i ∈ range k, ‖x (i + 1) - x i‖

/-- The point at arc length `t` on the polygonal string through `x 0, …, x M`: each segment
contributes its displacement times the fraction of it that has been travelled. -/
def stringPoint (x : ℕ → E) (M : ℕ) (t : ℝ) : E :=
  x 0 + ∑ i ∈ range M,
    ((min t (arcLength x (i + 1)) - min t (arcLength x i)) / ‖x (i + 1) - x i‖) •
      (x (i + 1) - x i)

omit [NormedSpace ℝ E] in
lemma arcLength_succ (x : ℕ → E) (k : ℕ) :
    arcLength x (k + 1) = arcLength x k + ‖x (k + 1) - x k‖ :=
  sum_range_succ _ _

lemma stringPoint_succ (x : ℕ → E) (m : ℕ) (t : ℝ) :
    stringPoint x (m + 1) t = stringPoint x m t +
      ((min t (arcLength x (m + 1)) - min t (arcLength x m)) / ‖x (m + 1) - x m‖) •
        (x (m + 1) - x m) := by
  simp only [stringPoint, sum_range_succ, add_assoc]

omit [NormedSpace ℝ E] in
lemma arcLength_mono (x : ℕ → E) : Monotone (arcLength x) := by
  refine monotone_nat_of_le_succ fun k => ?_
  rw [arcLength_succ]
  linarith [norm_nonneg (x (k + 1) - x k)]

lemma norm_travelled_le (v : E) {r : ℝ} (hr : 0 ≤ r) : ‖(r / ‖v‖) • v‖ ≤ r := by
  by_cases hv : v = 0
  · rw [hv, smul_zero, norm_zero]
    exact hr
  · rw [norm_smul, Real.norm_of_nonneg (div_nonneg hr (norm_nonneg v)),
      div_mul_cancel₀ _ (norm_ne_zero_iff.mpr hv)]

lemma travelled_mono {a b u t : ℝ} (hab : a ≤ b) (hut : u ≤ t) :
    0 ≤ (min t b - min t a) - (min u b - min u a) := by
  simp only [min_def]
  split_ifs <;> linarith

/-- The distance between two points of the string is at most their arc-length separation. -/
theorem chord_le_arc (x : ℕ → E) (M : ℕ) {u t : ℝ} (hut : u ≤ t) :
    ‖stringPoint x M t - stringPoint x M u‖ ≤ t - u := by
  -- The bound is the arc travelled between `u` and `t`, which telescopes over the segments.
  have key : ‖stringPoint x M t - stringPoint x M u‖ ≤
      (min t (arcLength x M) - min t 0) - (min u (arcLength x M) - min u 0) := by
    induction M with
    | zero => simp [stringPoint, arcLength]
    | succ m ih =>
      have hr := travelled_mono (arcLength_mono x (Nat.le_succ m)) hut
      have hn := norm_travelled_le (x (m + 1) - x m) hr
      have hs : stringPoint x (m + 1) t - stringPoint x (m + 1) u =
          (stringPoint x m t - stringPoint x m u) +
          (((min t (arcLength x (m + 1)) - min t (arcLength x m)) -
            (min u (arcLength x (m + 1)) - min u (arcLength x m))) / ‖x (m + 1) - x m‖) •
              (x (m + 1) - x m) := by
        rw [stringPoint_succ, stringPoint_succ, sub_div, sub_smul]
        abel
      rw [hs]
      refine (norm_add_le _ _).trans ?_
      simp only [Nat.succ_eq_add_one] at hn
      linarith
  have hL : 0 ≤ arcLength x M := sum_nonneg fun i _ => norm_nonneg _
  refine key.trans ?_
  simp only [min_def]
  split_ifs <;> linarith

end

end StringReparametrisation
```

The compiler's answer:

```
Try this:
  [apply] abel_nf
Main.lean:66:35: error: unsolved goals
E : Type u_1
inst✝¹ : NormedAddCommGroup E
inst✝ : NormedSpace ℝ E
x : ℕ → E
u t : ℝ
hut : u ≤ t
m : ℕ
ih : ‖stringPoint x m t - stringPoint x m u‖ ≤ min t (arcLength x m) - min t 0 - (min u (arcLength x m) - min u 0)
hr : 0 ≤ min t (arcLength x m.succ) - min t (arcLength x m) - (min u (arcLength x m.succ) - min u (arcLength x m))
hn :
  ‖((min t (arcLength x m.succ) - min t (arcLength x m) - (min u (arcLength x m.succ) - min u (arcLength x m))) /
          ‖x (m + 1) - x m‖) •
        (x (m + 1) - x m)‖ ≤
    min t (arcLength x m.succ) - min t (arcLength x m) - (min u (arcLength x m.succ) - min u (arcLength x m))
⊢ stringPoint x m t +
      ((min t (arcLength x (m + 1)) / ‖x (m + 1) + -1 • x m‖) • (x (m + 1) + -1 • x m) +
        (-1 • (min t (arcLength x m) / ‖x (m + 1) + -1 • x m‖) • (x (m + 1) + -1 • x m) +
          (-1 • stringPoint x m u +
            -1 •
              ((min u (arcLength x (m + 1)) + -1 • min u (arcLength x m)) / ‖x (m + 1) + -1 • x m‖) •
                (x (m + 1) + -1 • x m)))) =
    stringPoint x m t +
      (-1 • stringPoint x m u +
        ((-1 • min u (arcLength x (m + 1)) +
              (min u (arcLength x m) + (min t (arcLength x (m + 1)) + -1 • min t (arcLength x m)))) /
            ‖x (m + 1) + -1 • x m‖) •
          (x (m + 1) + -1 • x m))
```

Fix (accepted with no message):

```diff
@@ -65,6 +65,6 @@
             (min u (arcLength x (m + 1)) - min u (arcLength x m))) / ‖x (m + 1) - x m‖) •
               (x (m + 1) - x m) := by
-        rw [stringPoint_succ, stringPoint_succ, sub_div, sub_smul]
-        abel
+        rw [stringPoint_succ, stringPoint_succ]
+        module
       rw [hs]
       refine (norm_add_le _ _).trans ?_
```

Diagnosis. The error is in the proof of `hs`. `abel` did not close the goal, so Lean suggests `abel_nf` and shows what was left.

The two sides are equal, but their scalars are grouped differently. `rw [sub_div]` fixes its pattern at the first match, the coefficient for `t` on the left, and `sub_smul` then splits that term in two. The coefficient for `u` on the left and the combined coefficient on the right stay whole, as the remaining goal shows. To match them, one must distribute division over subtraction and real scalars over the vector. `abel` does neither, since it works only with the laws of an additive commutative group, and so it treats the differently scaled vectors as unrelated terms.

`module` cures this, because it collects the coefficients of each vector and compares them by ring arithmetic. It does the splitting itself, so `sub_div` and `sub_smul` are no longer needed, and dropping them is tidying.
